# The 1/v correction to site deletion by a strong impurity on a finite lattice

## Lattice, impurity and deleted site

The sites form a finite set `n`, with one orthonormal orbital per site. The Hamiltonian $H$ is a complex matrix indexed by the sites, and $o$ is the site that carries the impurity.

```lean
import Mathlib

open Matrix Filter Topology

namespace StrongImpurity

noncomputable section

variable {n : Type*} [Fintype n] [DecidableEq n]
```

The Green function at the complex energy $z$ is

$$G(z) = (z - H)^{-1}.$$

In Lean it is `green H z`, where `z • 1` stands for the scalar $z$ in $z-H$. Below, $G$ without an argument is taken at a fixed $z$.

```lean
/-- The Green function `(z - H)⁻¹` of a finite lattice, for `z` such that `z - H` is
invertible. -/
def green (H : Matrix n n ℂ) (z : ℂ) : Matrix n n ℂ :=
  (z • (1 : Matrix n n ℂ) - H)⁻¹
```

The projector $P$ on the site $o$ is the diagonal matrix with a one at $o$ and zeros elsewhere.

```lean
/-- The projector on the site `o`. -/
def siteProjector (o : n) : Matrix n n ℂ :=
  Matrix.diagonal (Pi.single o 1)
```

An impurity of real strength $v$ shifts the on-site energy at $o$ and leaves the hopping unchanged: $H_v = H + vP$. Its Green function is $K = (z - H_v)^{-1}$.

```lean
/-- The Hamiltonian with an impurity potential of real strength `v` on the site `o`. -/
def addImpurity (H : Matrix n n ℂ) (o : n) (v : ℝ) : Matrix n n ℂ :=
  H + (v : ℂ) • siteProjector o
```

The lattice without $o$ has the Hamiltonian $H'$, which is $H$ with the row and column of $o$ removed. It is a smaller matrix, indexed by the subtype `{k // k ≠ o}`, and its Green function $G' = (z-H')^{-1}$ is the inverse of that smaller matrix. An index of this subtype is a site together with a proof that it differs from $o$; Lean reads it as an ordinary site when it appears in $G$ or $K$.

```lean
/-- The Hamiltonian of the lattice from which the site `o` has been deleted. -/
def deleteSite (H : Matrix n n ℂ) (o : n) : Matrix {k // k ≠ o} {k // k ≠ o} ℂ :=
  H.submatrix Subtype.val Subtype.val
```

## Nonreal energies keep the Green function regular

Let $H$ be Hermitian and $\operatorname{Im} z \neq 0$. Suppose that $x^\dagger (z-H)x = 0$, that is,

$$z\,x^\dagger x = x^\dagger H x .$$

Both $x^\dagger x$ and $x^\dagger H x$ are real, so complex conjugation gives $\bar z\,x^\dagger x = x^\dagger H x$. Subtraction leaves $(z-\bar z)\,x^\dagger x = 0$, and hence $x=0$. In the proof, `hr` and `hn` state the two reality conditions, and `h3` is the subtracted equation.

```lean
/-- For Hermitian `H` and nonreal `z`, the expectation value of `z - H` vanishes only in the
zero vector. -/
theorem eq_zero_of_expectation {H : Matrix n n ℂ} (hH : H.IsHermitian) {z : ℂ}
    (hz : z.im ≠ 0) {x : n → ℂ}
    (h : star x ⬝ᵥ ((z • (1 : Matrix n n ℂ) - H) *ᵥ x) = 0) : x = 0 := by
  open scoped ComplexOrder in
  -- the norm and the expectation value of `H` are both real
  have hr : star (star x ⬝ᵥ (H *ᵥ x)) = star x ⬝ᵥ (H *ᵥ x) := by
    rw [← Matrix.star_dotProduct, Matrix.star_mulVec, hH.eq, ← Matrix.dotProduct_mulVec]
  have hn : star (star x ⬝ᵥ x) = star x ⬝ᵥ x := (Matrix.star_dotProduct x x).symm
  rw [Matrix.sub_mulVec, Matrix.smul_mulVec, Matrix.one_mulVec, dotProduct_sub,
    dotProduct_smul, smul_eq_mul, sub_eq_zero] at h
  have h2 := congrArg star h
  rw [star_mul', hr, hn] at h2
  have h3 : (z - star z) * (star x ⬝ᵥ x) = 0 := by linear_combination h - h2
  have hz' : z - star z ≠ 0 := by
    intro e
    apply hz
    have := congrArg Complex.im e
    simp only [Complex.sub_im, Complex.star_def, Complex.conj_im, Complex.zero_im] at this
    linarith
  exact dotProduct_star_self_eq_zero.mp ((mul_eq_zero.mp h3).resolve_left hz')
```

If $z-H$ were singular, it would annihilate some nonzero vector $x$, and $x^\dagger(z-H)x$ would vanish, which was just excluded. Thus $z-H$ is invertible.

```lean
/-- For Hermitian `H` and nonreal `z`, the matrix `z - H` is invertible. -/
theorem isUnit_det {H : Matrix n n ℂ} (hH : H.IsHermitian) {z : ℂ} (hz : z.im ≠ 0) :
    IsUnit (z • (1 : Matrix n n ℂ) - H).det := by
  refine isUnit_iff_ne_zero.mpr fun h => ?_
  obtain ⟨x, hx, h0⟩ := Matrix.exists_mulVec_eq_zero_iff.mpr h
  exact hx (eq_zero_of_expectation hH hz (by rw [h0, dotProduct_zero]))
```

The diagonal entry $G_{oo}$ will appear in denominators. Take for $x$ the column $x_i = G_{io}$. Then $(z-H)x = e_o$, the unit vector at $o$, and

$$x^\dagger (z-H) x = \overline{G_{oo}} .$$

If $G_{oo}$ were zero, $x$ would vanish, in contradiction to $(z-H)x=e_o$. At real $z$, invertibility of $z-H$ does not suffice for this: two sites with zero on-site energies and nonzero hopping have $G_{oo}=0$ at $z=0$.

```lean
/-- For Hermitian `H` and nonreal `z`, no diagonal entry of the Green function vanishes. -/
theorem green_site_ne_zero {H : Matrix n n ℂ} (hH : H.IsHermitian) {z : ℂ}
    (hz : z.im ≠ 0) (o : n) : green H z o o ≠ 0 := by
  intro h
  have hAG : (z • (1 : Matrix n n ℂ) - H) * green H z = 1 :=
    Matrix.mul_nonsing_inv _ (isUnit_det hH hz)
  have hAx : (z • (1 : Matrix n n ℂ) - H) *ᵥ (fun i => green H z i o)
      = fun i => (1 : Matrix n n ℂ) i o := by
    funext i
    exact congrFun (congrFun hAG i) o
  have hx : (fun i => green H z i o) = 0 := by
    apply eq_zero_of_expectation hH hz
    rw [hAx]
    simp [dotProduct, Matrix.one_apply, h]
  rw [hx, Matrix.mulVec_zero] at hAx
  have := congrFun hAx o
  simp at this
```

## Removing the paths through the site

For $i,j\neq o$, the Green function of the deleted lattice is

$$G'_{ij} = G_{ij} - \frac{G_{io}G_{oj}}{G_{oo}} .$$

To check this, write $A = z-H$ and call the right-hand side $M_{ij}$. The same expression with first index $o$ is $G_{oj} - G_{oo}G_{oj}/G_{oo} = 0$, so a sum over $k\neq o$ may be extended to all sites:

$$\sum_{k\neq o} A_{ik}M_{kj} = (AG)_{ij} - \frac{(AG)_{io}\,G_{oj}}{G_{oo}} = \delta_{ij} - 0 .$$

The last step uses $AG=1$ and $i\neq o$. Hence $M$ is a right inverse of $z-H'$, which for a finite square matrix makes it the inverse. In Lean, `hA` identifies the entries of $z-H'$ with those of $A$, `hf` is the vanishing term at $o$, and the `calc` block is the displayed sum.

```lean
/-- For Hermitian `H` and nonreal `z`, deleting the site `o` subtracts from the Green function
the part `G_io G_oj / G_oo` that passes through `o`. -/
theorem green_deleteSite {H : Matrix n n ℂ} (hH : H.IsHermitian) {z : ℂ} (hz : z.im ≠ 0)
    (o : n) (i j : {k // k ≠ o}) :
    green (deleteSite H o) z i j
      = green H z i j - green H z i o * green H z o j / green H z o o := by
  have hg := green_site_ne_zero hH hz o
  have hAG : (z • (1 : Matrix n n ℂ) - H) * green H z = 1 :=
    Matrix.mul_nonsing_inv _ (isUnit_det hH hz)
  have hM : green (deleteSite H o) z = Matrix.of fun i j : {k // k ≠ o} =>
      green H z i j - green H z i o * green H z o j / green H z o o := by
    apply Matrix.inv_eq_right_inv
    ext i j
    have hi : (i : n) ≠ o := i.2
    have hA : ∀ k : {k // k ≠ o},
        (z • (1 : Matrix {k // k ≠ o} {k // k ≠ o} ℂ) - deleteSite H o) i k
          = (z • (1 : Matrix n n ℂ) - H) i k := by
      intro k
      simp [deleteSite, Matrix.one_apply, Subtype.ext_iff]
    rw [Matrix.mul_apply]
    simp only [hA, Matrix.of_apply]
    let f : n → ℂ := fun k => (z • (1 : Matrix n n ℂ) - H) i k *
      (green H z k j - green H z k o * green H z o j / green H z o o)
    -- the summand vanishes at the deleted site, so the sum may run over the whole lattice
    have hf : f o = 0 := by
      change _ * (_ - _) = (0 : ℂ)
      rw [mul_div_cancel_left₀ _ hg, sub_self, mul_zero]
    calc ∑ k : {k // k ≠ o}, f k
        = ∑ k ∈ Finset.univ.erase o, f k := (Finset.sum_subtype _ (by simp) f).symm
      _ = ∑ k, f k := Finset.sum_erase _ hf
      _ = ((z • (1 : Matrix n n ℂ) - H) * green H z) i j
          - ((z • (1 : Matrix n n ℂ) - H) * green H z) i o
            * green H z o j / green H z o o := by
        rw [Matrix.mul_apply, Matrix.mul_apply, Finset.sum_mul, Finset.sum_div,
          ← Finset.sum_sub_distrib]
        exact Finset.sum_congr rfl fun k _ => by ring
      _ = (1 : Matrix {k // k ≠ o} {k // k ≠ o} ℂ) i j := by
        rw [hAG]
        simp [Matrix.one_apply, hi, Subtype.ext_iff]
  rw [hM, Matrix.of_apply]
```

## The Dyson equation at the impurity site

Since $v$ is real and $P^\dagger = P$, the matrix $H_v$ is again Hermitian. Everything shown so far for $H$ therefore holds for $H_v$ as well.

```lean
omit [Fintype n] in
/-- A real impurity potential keeps a Hermitian Hamiltonian Hermitian. -/
theorem addImpurity_isHermitian {H : Matrix n n ℂ} (hH : H.IsHermitian) (o : n) (v : ℝ) :
    (addImpurity H o v).IsHermitian := by
  have hP : (siteProjector o)ᴴ = siteProjector o := by
    rw [siteProjector, Matrix.diagonal_conjTranspose]
    congr 1
    funext i
    by_cases h : i = o <;> simp [h]
  unfold Matrix.IsHermitian addImpurity
  rw [Matrix.conjTranspose_add, Matrix.conjTranspose_smul, hH.eq, hP, Complex.star_def,
    Complex.conj_ofReal]
```

From $z - H_v = A - vP$ follow two forms of the resolvent identity. Multiplying $K(A-vP)=1$ by $G$ from the right, and $(A-vP)K=1$ by $G$ from the left, gives

$$K = G + K\,vP\,G, \qquad K = G + G\,vP\,K .$$

Because $P$ projects on a single site, the $io$ entry of the first and the $oi$ entry of the second close on themselves:

$$K_{io}(1 - vG_{oo}) = G_{io}, \qquad K_{oi}(1 - vG_{oo}) = G_{oi} .$$

These hold for every site $i$, including $o$. The local statements `right` and `left` are the two identities, and `entry` evaluates the product that contains $P$.

```lean
/-- Dyson equation for the column and the row of the impurity site, for Hermitian `H` and
nonreal `z`: the factor `1 - v G_oo` turns the perturbed entries into the unperturbed ones. -/
theorem dyson_site {H : Matrix n n ℂ} (hH : H.IsHermitian) {z : ℂ} (hz : z.im ≠ 0)
    (o : n) (v : ℝ) (i : n) :
    green (addImpurity H o v) z i o * (1 - v * green H z o o) = green H z i o ∧
    green (addImpurity H o v) z o i * (1 - v * green H z o o) = green H z o i := by
  have hu := isUnit_det hH hz
  have hu' := isUnit_det (addImpurity_isHermitian hH o v) hz
  have hB : z • (1 : Matrix n n ℂ) - addImpurity H o v
      = (z • (1 : Matrix n n ℂ) - H) - (v : ℂ) • siteProjector o := by
    rw [addImpurity, sub_add_eq_sub_sub]
  have hBK := Matrix.mul_nonsing_inv _ hu'
  have hKB := Matrix.nonsing_inv_mul _ hu'
  change _ * green (addImpurity H o v) z = 1 at hBK
  change green (addImpurity H o v) z * _ = 1 at hKB
  rw [hB] at hBK hKB
  -- the two forms of the resolvent identity
  have right : ∀ a g k w : Matrix n n ℂ, a * g = 1 → k * (a - w) = 1 →
      k = g + k * w * g := by
    intro a g k w hg hk
    linear_combination (norm := noncomm_ring) hk * g - k * hg
  have left : ∀ a g k w : Matrix n n ℂ, g * a = 1 → (a - w) * k = 1 →
      k = g + g * w * k := by
    intro a g k w hg hk
    linear_combination (norm := noncomm_ring) g * hk - hg * k
  have entry : ∀ (X Y : Matrix n n ℂ) (i j : n),
      (X * ((v : ℂ) • siteProjector o) * Y) i j = v * (X i o * Y o j) := by
    intro X Y i j
    rw [Matrix.mul_smul, Matrix.smul_mul, Matrix.smul_apply, Matrix.mul_apply]
    simp [siteProjector, Matrix.mul_diagonal, Pi.single_apply]
  have h1 := congrFun (congrFun (right _ (green H z) _ _ (Matrix.mul_nonsing_inv _ hu) hKB) i) o
  have h2 := congrFun (congrFun (left _ (green H z) _ _ (Matrix.nonsing_inv_mul _ hu) hBK) o) i
  rw [Matrix.add_apply, entry] at h1 h2
  exact ⟨by linear_combination h1, by linear_combination h2⟩
```

## The difference at finite strength

Deleting $o$ from the impurity lattice removes the impurity too, so $H_v$ and $H$ leave the same $H'$ behind; this is `hdel`. The deletion formula, applied to $H_v$, then reads

$$K_{ij} - G'_{ij} = \frac{K_{io}K_{oj}}{K_{oo}} .$$

Put $s = 1 - vG_{oo}$. The Dyson equation at $i=o$ is $K_{oo}\,s = G_{oo} \neq 0$, so $s\neq0$ and division by it is allowed:

$$K_{ij} - G'_{ij} = \frac{(G_{io}/s)(G_{oj}/s)}{G_{oo}/s} = \frac{G_{io}G_{oj}}{G_{oo}(1 - vG_{oo})} .$$

This equality holds for every real $v$. The local statement `alg` is the cancellation of $s$.

```lean
/-- For Hermitian `H`, nonreal `z` and any real `v`, the Green functions of the impurity lattice
and of the lattice without the site `o` differ by `G_io G_oj / (G_oo (1 - v G_oo))`. -/
theorem impurity_sub_deleted {H : Matrix n n ℂ} (hH : H.IsHermitian) {z : ℂ}
    (hz : z.im ≠ 0) (o : n) (v : ℝ) (i j : {k // k ≠ o}) :
    green (addImpurity H o v) z i j - green (deleteSite H o) z i j
      = green H z i o * green H z o j / (green H z o o * (1 - v * green H z o o)) := by
  -- deleting the site removes the impurity with it
  have hdel : deleteSite (addImpurity H o v) o = deleteSite H o := by
    ext i j
    have hi : (i : n) ≠ o := i.2
    simp [deleteSite, addImpurity, siteProjector, Matrix.diagonal_apply, hi]
  have hd := green_deleteSite (addImpurity_isHermitian hH o v) hz o i j
  rw [hdel] at hd
  have alg : ∀ a b c a' b' c' s : ℂ, a * s = a' → b * s = b' → c * s = c' → c' ≠ 0 →
      a * b / c = a' * b' / (c' * s) := by
    rintro a b c _ _ _ s rfl rfl rfl h
    have hc : c ≠ 0 := left_ne_zero_of_mul h
    have hs : s ≠ 0 := right_ne_zero_of_mul h
    field_simp
  rw [hd, sub_sub_cancel]
  exact alg _ _ _ _ _ _ _ (dyson_site hH hz o v i).1 (dyson_site hH hz o v j).2
    (dyson_site hH hz o v o).1 (green_site_ne_zero hH hz o)
```

## The limit of infinite strength

The strength may grow in either direction, repulsive or attractive. The filter `atBot ⊔ atTop` covers both: a limit along it is a limit for $v\to-\infty$ and for $v\to+\infty$, with the same value. Along it, $1/v \to 0$.

```lean
/-- The inverse impurity strength tends to zero as `v` tends to plus or minus infinity. -/
theorem tendsto_inv_strength :
    Tendsto (fun v : ℝ => ((v⁻¹ : ℝ) : ℂ)) (atBot ⊔ atTop) (𝓝 0) := by
  have h : Tendsto (fun v : ℝ => v⁻¹) (atBot ⊔ atTop) (𝓝 0) :=
    tendsto_inv_atBot_zero.sup tendsto_inv_atTop_zero
  have h2 := (Complex.continuous_ofReal.tendsto 0).comp h
  rw [Complex.ofReal_zero] at h2
  exact h2
```

For $v\neq0$, multiplying the difference by $v$ and taking one factor $v$ out of the denominator gives

$$v\,(K_{ij}-G'_{ij}) = \frac{G_{io}G_{oj}}{G_{oo}\,(1/v - G_{oo})} \;\longrightarrow\; -\frac{G_{io}G_{oj}}{G_{oo}^2} .$$

The theorem states this limit for Hermitian $H$, nonreal $z$ and any two sites $i,j\neq o$, which may coincide. In the proof, `hlim` is the limit of the middle expression and `hs` is the extraction of $v$. The energy $z$ and the lattice are held fixed, so nothing is said about $z$ approaching the real axis or about an infinite crystal.

```lean
/-- For Hermitian `H`, nonreal `z` and sites `i`, `j` other than `o`, the difference between the
Green functions of the impurity lattice and of the lattice without `o`, multiplied by `v`, tends
to `-G_io G_oj / G_oo²` as `v` tends to plus or minus infinity. -/
theorem strong_impurity_correction {H : Matrix n n ℂ} (hH : H.IsHermitian) {z : ℂ}
    (hz : z.im ≠ 0) (o : n) (i j : {k // k ≠ o}) :
    Tendsto (fun v : ℝ => (v : ℂ) *
        (green (addImpurity H o v) z i j - green (deleteSite H o) z i j))
      (atBot ⊔ atTop) (𝓝 (-(green H z i o * green H z o j / green H z o o ^ 2))) := by
  have hg := green_site_ne_zero hH hz o
  have hne : ∀ᶠ v : ℝ in atBot ⊔ atTop, v ≠ 0 :=
    Filter.eventually_sup.mpr ⟨(eventually_lt_atBot 0).mono fun _ h => h.ne,
      (eventually_gt_atTop 0).mono fun _ h => h.ne'⟩
  have hlim : Tendsto (fun v : ℝ => green H z i o * green H z o j /
        (green H z o o * (((v⁻¹ : ℝ) : ℂ) - green H z o o))) (atBot ⊔ atTop)
      (𝓝 (green H z i o * green H z o j / (green H z o o * (0 - green H z o o)))) :=
    tendsto_const_nhds.div
      (tendsto_const_nhds.mul (tendsto_inv_strength.sub tendsto_const_nhds))
      (mul_ne_zero hg (by simpa using hg))
  rw [zero_sub, mul_neg, div_neg, ← sq] at hlim
  refine hlim.congr' ?_
  filter_upwards [hne] with v hv
  have hv' : (v : ℂ) ≠ 0 := Complex.ofReal_ne_zero.mpr hv
  -- take one factor `v` out of the denominator
  have hs : 1 - (v : ℂ) * green H z o o
      = v * (((v⁻¹ : ℝ) : ℂ) - green H z o o) := by
    rw [Complex.ofReal_inv, mul_sub, mul_inv_cancel₀ hv']
  rw [impurity_sub_deleted hH hz, hs, mul_left_comm (green H z o o), ← mul_div_assoc,
    mul_div_mul_left _ _ hv']
```

Dividing by $v$ again shows that the difference itself tends to zero, so $K_{ij} \to G'_{ij}$.

```lean
/-- For Hermitian `H` and nonreal `z`, the Green function between sites other than `o` tends to
that of the lattice without `o` as the impurity strength tends to plus or minus infinity. -/
theorem strong_impurity_limit {H : Matrix n n ℂ} (hH : H.IsHermitian) {z : ℂ}
    (hz : z.im ≠ 0) (o : n) (i j : {k // k ≠ o}) :
    Tendsto (fun v : ℝ => green (addImpurity H o v) z i j) (atBot ⊔ atTop)
      (𝓝 (green (deleteSite H o) z i j)) := by
  have hne : ∀ᶠ v : ℝ in atBot ⊔ atTop, v ≠ 0 :=
    Filter.eventually_sup.mpr ⟨(eventually_lt_atBot 0).mono fun _ h => h.ne,
      (eventually_gt_atTop 0).mono fun _ h => h.ne'⟩
  have h := (tendsto_inv_strength.mul (strong_impurity_correction hH hz o i j)).add_const
    (green (deleteSite H o) z i j)
  rw [zero_mul, zero_add] at h
  refine h.congr' ?_
  filter_upwards [hne] with v hv
  have hv' : (v : ℂ) ≠ 0 := Complex.ofReal_ne_zero.mpr hv
  rw [Complex.ofReal_inv, inv_mul_cancel_left₀ hv', sub_add_cancel]

end

end StrongImpurity
```

For a finite, non-interacting tight-binding model with one orbital per site, a vacancy can thus be imitated by a large on-site energy, and the error in the Green function between the other sites at fixed nonreal energy is $-G_{io}G_{oj}/(vG_{oo}^2)$ to leading order. By the formula at finite strength, this estimate is good once $|vG_{oo}| \gg 1$.

```lean
#print axioms StrongImpurity.strong_impurity_correction
#print axioms StrongImpurity.strong_impurity_limit
```

```
'StrongImpurity.strong_impurity_correction' depends on axioms: [propext, Classical.choice, Quot.sound]
'StrongImpurity.strong_impurity_limit' depends on axioms: [propext, Classical.choice, Quot.sound]
```
